# An atom on a mirror plane can have a magnetic moment only along the normal, on a primed mirror plane only in the plane

If a magnetic moment is treated as an ordinary arrow, a mirror appears to preserve its in-plane components and reverse its normal component. For an atom on a mirror plane, this would allow the in-plane moments, whereas an unprimed mirror allows only those along its normal. The error comes from ignoring that a moment transforms like a cross product of position and velocity, which under a mirror gains an extra minus sign compared with an ordinary arrow. A primed mirror, which includes time reversal, also reverses velocities; this second sign cancels the first, and the in-plane moments are then the allowed ones.

## The action e det(R) R and its fixed vectors

Let charges qᵢ have positions rᵢ and velocities vᵢ. With the speed of light set to one, their magnetic moment is

M = Σᵢ (qᵢ/2) rᵢ × vᵢ.

An operation (R, e) consists of an orthogonal matrix R and a sign e, equal to −1 for primed operations, which include time reversal. It sends rᵢ to Rrᵢ and vᵢ to eRvᵢ.

For any vectors a, b, c, the triple product is a determinant, so

(Rc) · (Ra × Rb) = det(R) c · (a × b).

Since c is arbitrary, Rᵀ(Ra × Rb) = det(R)(a × b). Multiplying by R and using RRᵀ = 1 gives

Ra × Rb = det(R) R(a × b).

The velocity contributes a further factor e. Summing over the charges gives

M → e det(R) R M.

These matrices multiply as the operations do, because signs and determinants are multiplicative:

(e det(R) R)(e′ det(R′) R′) = ee′ det(RR′) RR′.

For a unit vector n, the mirror with normal n is S = 1 − 2nnᵀ, so SM = M − 2(n·M)n. It is symmetric, and (nnᵀ)² = nnᵀ gives S² = 1 − 4nnᵀ + 4nnᵀ = 1, so S is orthogonal. It reverses n and fixes the perpendicular plane, hence det(S) = −1. The half turn about n is −S, with determinant (−1)³(−1) = 1. Both operations therefore act on moments as −eS.

- For the unprimed mirror, written m, and the unprimed half turn, written 2, e = 1. The condition −SM = M reads −M + 2(n·M)n = M, so M = (n·M)n. Conversely, S(cn) = −cn, so every multiple cn is fixed.
- For their primed versions, written m′ and 2′, e = −1. The condition SM = M reads 2(n·M)n = 0. Its dot product with n gives n·M = 0, and every such M is fixed.
- For primed inversion, R = −1, det(R) = −1 and e = −1. The action is −1, and −M = M forces M = 0.

In a noncollinear electronic-structure calculation, these sets restrict the moment at a site fixed by the operation when the operation is a symmetry of the magnetic state, provided that the full moment, spin included, transforms like that of the finite set of classical charges used here.

## The moment and the group in Lean

```lean
import Mathlib

open Matrix

namespace MagneticMomentSymmetry

noncomputable section
```

Vectors are functions `Fin 3 → ℝ`, and the finite type `ι` labels the charges. The definition covers the moment of moving point charges about the origin; it contains no spin.

```lean
/-- The magnetic moment of point charges `q i` at positions `r i` with velocities `v i`,
in units where the speed of light is one. -/
def magneticMoment {ι : Type*} [Fintype ι] (q : ι → ℝ) (r v : ι → Fin 3 → ℝ) : Fin 3 → ℝ :=
  ∑ i, (q i / 2) • (crossProduct (r i) (v i))
```

The integer units `ℤˣ` are exactly 1 and −1. In an operation `g`, `g.1.1` is the matrix R and `g.2` is the sign e. Translations are absent.

```lean
/-- Operations `(R, e)`: an orthogonal matrix `R` and a sign `e`, which is `-1` for
primed operations, those combined with time reversal. -/
abbrev MagneticOp := Matrix.orthogonalGroup (Fin 3) ℝ × ℤˣ
```

A monoid homomorphism carries its multiplication law with it. The proof of `map_mul'` uses multiplicativity of the determinant and then rearranges scalars.

```lean
/-- The representation of magnetic operations on moments, `(R, e) ↦ e det(R) R`. -/
def momentRep : MagneticOp →* Matrix (Fin 3) (Fin 3) ℝ where
  toFun g := (((g.2 : ℤ) : ℝ) * (g.1.1).det) • g.1.1
  map_one' := by simp
  map_mul' g k := by
    change ((((g.2 * k.2 : ℤˣ) : ℤ) : ℝ) * (g.1.1 * k.1.1).det) • (g.1.1 * k.1.1) =
      ((((g.2 : ℤ) : ℝ) * (g.1.1).det) • g.1.1) * ((((k.2 : ℤ) : ℝ) * (k.1.1).det) • k.1.1)
    rw [smul_mul_smul_comm, Matrix.det_mul, Units.val_mul, Int.cast_mul]
    congr 1
    ring
```

Allowed moments are the solutions of the fixed-point equation for one operation. A site with several symmetry operations requires the intersection of their sets.

```lean
/-- The moments left unchanged by a magnetic operation. -/
def fixedMoments (g : MagneticOp) : Set (Fin 3 → ℝ) := {m | momentRep g *ᵥ m = m}
```

## From one cross product to a system of charges

The step `cof` checks the cofactor identity component by component, for every matrix. The `calc` chain then inserts RRᵀ = 1, as in the derivation above.

```lean
/-- An orthogonal matrix carries a cross product to the cross product of the images,
up to its determinant. -/
theorem cross_orthogonal (R : Matrix (Fin 3) (Fin 3) ℝ) (hR : R * Rᵀ = 1)
    (a b : Fin 3 → ℝ) :
    crossProduct (R *ᵥ a) (R *ᵥ b) = R.det • (R *ᵥ (crossProduct a b)) := by
  -- the cofactor identity, valid for every matrix
  have cof : Rᵀ *ᵥ (crossProduct (R *ᵥ a) (R *ᵥ b)) = R.det • (crossProduct a b) := by
    ext i
    fin_cases i <;>
      simp [cross_apply, Matrix.mulVec, dotProduct, Fin.sum_univ_three, Matrix.det_fin_three] <;>
      ring
  calc crossProduct (R *ᵥ a) (R *ᵥ b)
      = (R * Rᵀ) *ᵥ (crossProduct (R *ᵥ a) (R *ᵥ b)) := by rw [hR, Matrix.one_mulVec]
    _ = R *ᵥ (Rᵀ *ᵥ (crossProduct (R *ᵥ a) (R *ᵥ b))) := (Matrix.mulVec_mulVec _ _ _).symm
    _ = R.det • (R *ᵥ (crossProduct a b)) := by rw [cof, Matrix.mulVec_smul]
```

The next theorem connects the representation to the physics: transforming positions and velocities has the same effect as applying `momentRep g` to the moment. Its step `one` treats a single charge, and linearity carries the law through the sum.

```lean
/-- When positions transform by `R` and velocities by `e R`, the magnetic moment of the
charges transforms by `e det(R) R`. -/
theorem magneticMoment_transform {ι : Type*} [Fintype ι] (g : MagneticOp)
    (q : ι → ℝ) (r v : ι → Fin 3 → ℝ) :
    magneticMoment q (fun i => g.1.1 *ᵥ r i) (fun i => ((g.2 : ℤ) : ℝ) • (g.1.1 *ᵥ v i)) =
      momentRep g *ᵥ magneticMoment q r v := by
  have hR : g.1.1 * (g.1.1)ᵀ = 1 :=
    (Matrix.mem_orthogonalGroup_iff (Fin 3) ℝ).mp g.1.2
  -- the law for a single charge
  have one (a b : Fin 3 → ℝ) :
      crossProduct (g.1.1 *ᵥ a) (((g.2 : ℤ) : ℝ) • (g.1.1 *ᵥ b)) =
        momentRep g *ᵥ (crossProduct a b) := by
    change _ = ((((g.2 : ℤ) : ℝ) * (g.1.1).det) • g.1.1) *ᵥ (crossProduct a b)
    rw [LinearMap.map_smul, cross_orthogonal _ hR, Matrix.smul_mulVec, smul_smul]
  unfold magneticMoment
  rw [← Matrix.mulVecLin_apply (momentRep g), map_sum]
  refine Finset.sum_congr rfl fun i _ => ?_
  rw [one, Matrix.mulVecLin_apply, Matrix.mulVec_smul]
```

## Mirrors, half turns and inversion as group elements

The hypothesis `n ⬝ᵥ n = 1` says that n has unit length. It makes nnᵀ idempotent, which gives orthogonality.

```lean
/-- The matrix `1 - 2 n nᵀ`, which for a unit vector `n` reflects in the plane normal to `n`. -/
def mirrorMatrix (n : Fin 3 → ℝ) : Matrix (Fin 3) (Fin 3) ℝ :=
  1 - (2 : ℝ) • Matrix.vecMulVec n n

/-- For a unit vector `n` the mirror matrix is orthogonal. -/
theorem mirrorMatrix_mem {n : Fin 3 → ℝ} (h : n ⬝ᵥ n = 1) :
    mirrorMatrix n ∈ Matrix.orthogonalGroup (Fin 3) ℝ := by
  have hT : (mirrorMatrix n)ᵀ = mirrorMatrix n := by
    have hP : (Matrix.vecMulVec n n)ᵀ = Matrix.vecMulVec n n :=
      Matrix.ext fun i j => mul_comm (n j) (n i)
    rw [mirrorMatrix, Matrix.transpose_sub, Matrix.transpose_one, Matrix.transpose_smul, hP]
  -- the projector on the normal is idempotent
  have hP : Matrix.vecMulVec n n * Matrix.vecMulVec n n = Matrix.vecMulVec n n := by
    simp only [dotProduct, Fin.sum_univ_three] at h
    ext i j
    simp only [Matrix.mul_apply, Matrix.vecMulVec_apply, Fin.sum_univ_three]
    linear_combination n i * n j * h
  rw [Matrix.mem_orthogonalGroup_iff, hT, mirrorMatrix]
  simp only [sub_mul, mul_sub, one_mul, mul_one, smul_mul_assoc, mul_smul_comm, hP]
  module

/-- The mirror operation with unit normal `n`. -/
def mirror (n : Fin 3 → ℝ) (h : n ⬝ᵥ n = 1) : Matrix.orthogonalGroup (Fin 3) ℝ :=
  ⟨mirrorMatrix n, mirrorMatrix_mem h⟩

/-- Spatial inversion. -/
def inversion : Matrix.orthogonalGroup (Fin 3) ℝ :=
  ⟨-1, by rw [Matrix.mem_orthogonalGroup_iff]; simp⟩
```

The half turn inherits orthogonality from the mirror, being its negative.

```lean
/-- The twofold rotation `2 n nᵀ - 1` about the unit vector `n`. -/
def twofold (n : Fin 3 → ℝ) (h : n ⬝ᵥ n = 1) : Matrix.orthogonalGroup (Fin 3) ℝ :=
  ⟨(2 : ℝ) • Matrix.vecMulVec n n - 1, by
    have e : (2 : ℝ) • Matrix.vecMulVec n n - 1 = -mirrorMatrix n := by
      rw [mirrorMatrix, neg_sub]
    have hm := (Matrix.mem_orthogonalGroup_iff (Fin 3) ℝ).mp (mirrorMatrix_mem h)
    rw [e, Matrix.mem_orthogonalGroup_iff, Matrix.transpose_neg, neg_mul_neg, hm]⟩
```

## Equal actions and the allowed moments

Expanding the determinant gives 1 − 2(n·n) = −1, and hence the action −eS.

```lean
/-- A mirror with unit normal `n` acts on moments by `-e (1 - 2 n nᵀ)`, where `e` is the
time-reversal sign. -/
theorem momentRep_mirror {n : Fin 3 → ℝ} (h : n ⬝ᵥ n = 1) (e : ℤˣ) :
    momentRep (mirror n h, e) = (-((e : ℤ) : ℝ)) • mirrorMatrix n := by
  have hd : (mirrorMatrix n).det = -1 := by
    simp only [dotProduct, Fin.sum_univ_three] at h
    simp [mirrorMatrix, Matrix.det_fin_three, Matrix.vecMulVec_apply]
    linear_combination (-2) * h
  change (((e : ℤ) : ℝ) * (mirrorMatrix n).det) • mirrorMatrix n = _
  rw [hd, mul_neg_one]
```

For the half turn, the sign changes of the matrix and its determinant cancel.

```lean
/-- A twofold rotation about `n` and a mirror with normal `n`, taken with the same
time-reversal sign, act identically on moments. -/
theorem momentRep_twofold {n : Fin 3 → ℝ} (h : n ⬝ᵥ n = 1) (e : ℤˣ) :
    momentRep (twofold n h, e) = momentRep (mirror n h, e) := by
  have hn : (twofold n h).1 = -(mirror n h).1 := by
    change (2 : ℝ) • Matrix.vecMulVec n n - 1 = -mirrorMatrix n
    rw [mirrorMatrix, neg_sub]
  change (((e : ℤ) : ℝ) * (twofold n h).1.det) • (twofold n h).1 =
    (((e : ℤ) : ℝ) * (mirror n h).1.det) • (mirror n h).1
  have hd : (-(mirror n h).1).det = -(mirror n h).1.det := by
    rw [Matrix.det_neg, Fintype.card_fin]
    ring
  rw [hn, hd]
  module
```

The final theorem states five equalities of sets, for any unit n; its variable `m` is the moment written M above. The step `act` supplies the formula for SM. `line` and `plane` solve the two mirror equations, and the equality of actions transfers both answers to the half turns. For primed inversion, each component equals its own negative and so vanishes.

```lean
/-- For a unit vector `n`, the moments fixed by the unprimed mirror with normal `n`, or by the
unprimed twofold rotation about `n`, form the line along `n`. Those fixed by the primed version of
either operation form the plane perpendicular to `n`. Primed inversion fixes only the zero moment.
-/
theorem fixedMoments_classification {n : Fin 3 → ℝ} (h : n ⬝ᵥ n = 1) :
    fixedMoments (mirror n h, 1) = {m | ∃ c : ℝ, m = c • n} ∧
    fixedMoments (mirror n h, -1) = {m | n ⬝ᵥ m = 0} ∧
    fixedMoments (twofold n h, 1) = {m | ∃ c : ℝ, m = c • n} ∧
    fixedMoments (twofold n h, -1) = {m | n ⬝ᵥ m = 0} ∧
    fixedMoments (inversion, -1) = {0} := by
  have act (m : Fin 3 → ℝ) : mirrorMatrix n *ᵥ m = m - (2 * (n ⬝ᵥ m)) • n := by
    ext i
    fin_cases i <;>
      simp [mirrorMatrix, Matrix.mulVec, dotProduct, Fin.sum_univ_three,
        Matrix.vecMulVec_apply, Matrix.one_apply] <;>
      ring
  have line : fixedMoments (mirror n h, 1) = {m | ∃ c : ℝ, m = c • n} := by
    ext m
    change momentRep (mirror n h, 1) *ᵥ m = m ↔ ∃ c : ℝ, m = c • n
    rw [momentRep_mirror, Matrix.smul_mulVec, act, Units.val_one, Int.cast_one]
    constructor
    · intro hm
      exact ⟨n ⬝ᵥ m, by linear_combination (norm := module) (-(1 / 2 : ℝ)) • hm⟩
    · rintro ⟨c, rfl⟩
      rw [dotProduct_smul, h, smul_eq_mul]
      module
  have plane : fixedMoments (mirror n h, -1) = {m | n ⬝ᵥ m = 0} := by
    ext m
    change momentRep (mirror n h, -1) *ᵥ m = m ↔ n ⬝ᵥ m = 0
    have hs : (-(((-1 : ℤˣ) : ℤ) : ℝ)) = 1 := by simp
    rw [momentRep_mirror, hs, one_smul, act]
    constructor
    · intro hm
      -- project the fixed-point equation on the normal
      have hp := congrArg (fun x => n ⬝ᵥ x) hm
      simp only [dotProduct_sub, dotProduct_smul, h, smul_eq_mul] at hp
      linarith
    · intro hm
      rw [hm, mul_zero, zero_smul, sub_zero]
  refine ⟨line, plane, ?_, ?_, ?_⟩
  · rw [← line, fixedMoments, fixedMoments, momentRep_twofold]
  · rw [← plane, fixedMoments, fixedMoments, momentRep_twofold]
  · have hi : momentRep (inversion, -1) = -1 := by
      change ((((-1 : ℤˣ) : ℤ) : ℝ) * (-1 : Matrix (Fin 3) (Fin 3) ℝ).det) •
        (-1 : Matrix (Fin 3) (Fin 3) ℝ) = -1
      have hd : (-1 : Matrix (Fin 3) (Fin 3) ℝ).det = -1 := by
        rw [Matrix.det_neg, Matrix.det_one, Fintype.card_fin]
        norm_num
      rw [hd]
      simp
    ext m
    change momentRep (inversion, -1) *ᵥ m = m ↔ m = 0
    rw [hi, Matrix.neg_mulVec, Matrix.one_mulVec]
    constructor
    · intro hm
      ext i
      have hc := congrFun hm i
      simp only [Pi.neg_apply] at hc
      change m i = 0
      linarith
    · rintro rfl
      exact neg_zero

end

end MagneticMomentSymmetry
```

```lean
#print axioms MagneticMomentSymmetry.magneticMoment_transform
#print axioms MagneticMomentSymmetry.fixedMoments_classification
```

```
'MagneticMomentSymmetry.magneticMoment_transform' depends on axioms: [propext, Classical.choice, Quot.sound]
'MagneticMomentSymmetry.fixedMoments_classification' depends on axioms: [propext, Classical.choice, Quot.sound]
```
